# Pairwise non-parallel pure states can be cloned with nonzero probability exactly when they are linearly independent

Let \(v_i\) be normalized vectors in a finite-dimensional state space, none of them a complex multiple of another. There is a matrix \(K\) with \(K^\dagger K\le 1\) and

\[
K v_i = c_i\, v_i\otimes v_i,\qquad c_i\neq 0 \text{ for every } i,
\]

if and only if the \(v_i\) are linearly independent. This is the Duan–Guo criterion for one successful measurement branch \(K\). It decides whether the success probabilities can all be nonzero, and leaves open how large they can be.

For pure states in finite dimension, the criterion marks how far the no-cloning theorem can be evaded by a device that is allowed to fail. Linearly independent states become clonable even when they are not orthogonal, but a linearly dependent family of distinct states does not.

## States, copies and the successful branch

The finite set \(n\) labels an orthonormal basis, so a state is a function \(n\to\mathbb C\) and the dimension is the number of elements of \(n\). The set \(\iota\) labels the states to be cloned. It is not assumed finite, although independence in a finite-dimensional space forces it to be.

```lean
import Mathlib

open Matrix
open scoped ComplexOrder

namespace ProbabilisticCloning

variable {ι n m : Type*} [Fintype n] [Fintype m]
```

Two copies of a state \(x\) form the product vector with components \((x\otimes x)_{pq}=x_p x_q\), where \(p\) belongs to the first copy and \(q\) to the second.

```lean
/-- Two copies of a state: the product vector `x ⊗ x`. -/
def twoCopies (x : n → ℂ) : n × n → ℂ := fun p => x p.1 * x p.2
```

Normalization means \(\langle x|x\rangle=\sum_p \overline{x_p}\,x_p=1\). In Lean the inner product is `star x ⬝ᵥ x`, conjugated in the first argument.

```lean
/-- A state vector of norm one. -/
def Normalized (x : n → ℂ) : Prop := star x ⬝ᵥ x = 1
```

Parallel vectors describe the same physical state, so a family of distinct states satisfies \(v_i\neq z\,v_j\) for all \(i\neq j\) and all \(z\in\mathbb C\).

```lean
/-- No state of the family is a complex multiple of another one. -/
def NonParallel (v : ι → n → ℂ) : Prop :=
  ∀ i j, i ≠ j → ∀ z : ℂ, v i ≠ z • v j
```

A measurement that heralds success acts on the input by an operator \(K\) when it succeeds. The blank register and any ancilla are absorbed into \(K\), which therefore maps one copy directly to two. The condition \(1-K^\dagger K\ge 0\) says that no input succeeds with probability above one, and it leaves room for a failure branch \(F\) with \(F^\dagger F=1-K^\dagger K\). The amplitudes \(c_i\) may differ from state to state, but none may vanish.

```lean
/-- The successful branch `K` of a measurement clones every state `v i`
with a nonzero amplitude `c i`. -/
def IsProbabilisticCloner [DecidableEq n] (K : Matrix (n × n) n ℂ)
    (v : ι → n → ℂ) (c : ι → ℂ) : Prop :=
  (1 - Kᴴ * K).PosSemidef ∧ ∀ i, c i ≠ 0 ∧ K *ᵥ v i = c i • twoCopies (v i)
```

Success is represented by this single operator. A device whose success outcome combines several operators, each cloning only some of the states, does not fit the definition.

## The amplitude fixes the success probability

The probability of the branch is the squared norm of its output. For normalized \(x\) with \(Kx=c\,x\otimes x\),

\[
\langle Kx|Kx\rangle=|c|^2\sum_{p,q}|x_p|^2|x_q|^2=|c|^2\langle x|x\rangle^2=|c|^2 .
\]

```lean
/-- If `K` sends a normalized state to `c` times its two copies, the squared norm
of the output is `|c|²`. -/
theorem success_probability (K : Matrix (n × n) n ℂ) (x : n → ℂ) (c : ℂ)
    (hx : Normalized x) (hK : K *ᵥ x = c • twoCopies x) :
    star (K *ᵥ x) ⬝ᵥ (K *ᵥ x) = (‖c‖ : ℂ) ^ 2 := by
  have hx' : ∑ p, star (x p) * x p = 1 := hx
  have hc : star c * c = (‖c‖ : ℂ) ^ 2 := Complex.conj_mul' c
  have h : star (K *ᵥ x) ⬝ᵥ (K *ᵥ x)
      = (star c * c) * ((∑ p, star (x p) * x p) * ∑ q, star (x q) * x q) := by
    rw [hK, Finset.sum_mul_sum, Finset.mul_sum]
    simp only [dotProduct, twoCopies, Pi.star_apply, Pi.smul_apply, smul_eq_mul,
      star_mul', Fintype.sum_prod_type]
    refine Finset.sum_congr rfl fun p _ => ?_
    rw [Finset.mul_sum]
    exact Finset.sum_congr rfl fun q _ => by ring
  rw [h, hx', hc, mul_one, mul_one]
```

The intermediate equation `h` is this factorization of the double sum; normalization then removes both factors.

## Cloning forces linear independence

Suppose \(\sum_{i\in s}a_i v_i=0\) for a finite set \(s\) of labels. Applying \(K\) and reading off the component \((p,q)\) gives a second relation:

\[
\sum_{i\in s}a_i c_i\,v_i(p)\,v_i(q)=0 .
\]

```lean
/-- A linear relation between the input states becomes, after cloning, a relation
between their two-copy states weighted by the amplitudes. -/
theorem cloned_relation (K : Matrix (n × n) n ℂ) (v : ι → n → ℂ) (c : ι → ℂ)
    (hK : ∀ i, K *ᵥ v i = c i • twoCopies (v i)) (s : Finset ι) (a : ι → ℂ)
    (h0 : ∑ i ∈ s, a i • v i = 0) (p q : n) :
    ∑ i ∈ s, a i * (c i * (v i p * v i q)) = 0 := by
  have h : K.mulVecLin (∑ i ∈ s, a i • v i) = 0 := by rw [h0, map_zero]
  rw [map_sum] at h
  simp only [map_smul, Matrix.mulVecLin_apply, hK] at h
  have h' := congrFun h (p, q)
  simpa only [Finset.sum_apply, Pi.smul_apply, smul_eq_mul, twoCopies,
    Pi.zero_apply] using h'
```

The two relations together eliminate one state. Take a relation with coefficients \(g\) over \(s\cup\{k\}\), where \(k\notin s\), and fix the component \(q\) of the second copy. Subtracting \(c_k v_k(q)\) times the original relation from the cloned one cancels the term \(k\):

\[
\sum_{j\in s} g_j\bigl(c_j v_j(q)-c_k v_k(q)\bigr)\,v_j=0 .
\]

This relation involves only the states in \(s\). By induction on the number of states its coefficients vanish, so for every \(i\in s\) and every \(q\),

\[
g_i\bigl(c_i v_i(q)-c_k v_k(q)\bigr)=0 .
\]

If \(g_i\neq0\), then \(c_i v_i=c_k v_k\), hence \(v_i=c_i^{-1}c_k\,v_k\), which contradicts non-parallelism. So \(g_i=0\) for all \(i\in s\). What remains is \(g_k v_k=0\), and \(v_k\neq0\) because it is normalized, so \(g_k=0\) as well.

```lean
/-- Normalized, pairwise non-parallel states that some linear map clones with
nonzero amplitudes are linearly independent. -/
theorem linearIndependent_of_cloning (K : Matrix (n × n) n ℂ) (v : ι → n → ℂ)
    (c : ι → ℂ) (hn : ∀ i, Normalized (v i)) (hpar : NonParallel v)
    (hc : ∀ i, c i ≠ 0) (hK : ∀ i, K *ᵥ v i = c i • twoCopies (v i)) :
    LinearIndependent ℂ v := by
  classical
  rw [linearIndependent_iff']
  intro s
  induction s using Finset.induction_on with
  | empty => intro g _ i hi; simp at hi
  | insert k s hk ih =>
    intro g hg
    have hs : ∀ i ∈ s, g i = 0 := by
      intro i hi
      by_contra hgi
      have key : ∀ q, c i * v i q = c k * v k q := by
        intro q
        -- combine the cloned and the original relation so that state k drops out
        have h2 : ∑ j ∈ s, (g j * (c j * v j q - c k * v k q)) • v j = 0 := by
          ext p
          have h3 := cloned_relation K v c hK (insert k s) g hg p q
          have h4 := congrFun hg p
          rw [Finset.sum_insert hk] at h3 h4
          simp only [Pi.add_apply, Finset.sum_apply, Pi.smul_apply, smul_eq_mul,
            Pi.zero_apply] at h4 ⊢
          have h5 : ∑ j ∈ s, g j * (c j * v j q - c k * v k q) * v j p
              = ∑ j ∈ s, g j * (c j * (v j p * v j q))
                - c k * v k q * ∑ j ∈ s, g j * v j p := by
            rw [Finset.mul_sum, ← Finset.sum_sub_distrib]
            exact Finset.sum_congr rfl fun j _ => by ring
          rw [h5]
          linear_combination h3 - c k * v k q * h4
        have h6 : g i * (c i * v i q - c k * v k q) = 0 :=
          ih (fun j => g j * (c j * v j q - c k * v k q)) h2 i hi
        exact sub_eq_zero.mp ((mul_eq_zero.mp h6).resolve_left hgi)
      -- equality of the weighted states would make them parallel
      have hik : i ≠ k := fun h => hk (h ▸ hi)
      apply hpar i k hik ((c i)⁻¹ * c k)
      ext q
      simp only [Pi.smul_apply, smul_eq_mul]
      rw [mul_assoc, ← key q, inv_mul_cancel_left₀ (hc i)]
    have h0 : ∑ i ∈ s, g i • v i = 0 :=
      Finset.sum_eq_zero fun i hi => by rw [hs i hi, zero_smul]
    rw [Finset.sum_insert hk, h0, add_zero] at hg
    have hvk : v k ≠ 0 := by
      intro h
      have h1 := hn k
      simp [Normalized, h] at h1
    intro i hi
    rcases Finset.mem_insert.mp hi with h | h
    · rw [h]
      exact (smul_eq_zero.mp hg).resolve_right hvk
    · exact hs i h
```

In the code, `h2` is the reduced relation, obtained by `linear_combination` from the cloned relation `h3` and the original one `h4`. The induction hypothesis `ih` holds for arbitrary coefficients, which is what allows it to be applied to the new, \(q\)-dependent ones. The contraction condition is absent from the hypotheses: linearity alone excludes dependent states.

A success outcome made of several operators does not escape this conclusion, although the Lean theorems do not treat it. Suppose one of the operators gives \(Kv_i=c_i\,v_i\otimes v_i\), where some \(c_i\) may be zero. The states with \(c_i\neq0\) are independent by the theorem, and so are their two-copy vectors, so the cloned relation forces \(a_ic_i=0\) for every \(i\). A state that occurs with a nonzero coefficient in a linear relation is therefore cloned by none of the operators.

## A bound on the entries gives a contraction

For the converse, a suitable linear map has to be made physically admissible. Let \(K\) be a matrix with \(\sum_{p,j}|K_{pj}|^2\le1\), where \(p\) now runs over all output labels. Cauchy–Schwarz in each row gives

\[
\sum_p|(Kx)_p|^2\le\sum_p\Bigl(\sum_j|K_{pj}|^2\Bigr)\Bigl(\sum_j|x_j|^2\Bigr)\le\sum_j|x_j|^2 ,
\]

and therefore

\[
\langle x|(1-K^\dagger K)|x\rangle=\langle x|x\rangle-\langle Kx|Kx\rangle\ge0 .
\]

```lean
/-- A matrix whose squared entries sum to at most one satisfies the
contraction condition `K†K ≤ 1`. -/
theorem contraction_of_entries [DecidableEq n] (K : Matrix m n ℂ)
    (hK : ∑ p, ∑ j, ‖K p j‖ ^ 2 ≤ 1) : (1 - Kᴴ * K).PosSemidef := by
  have bound : ∀ x : n → ℂ, ∑ p, ‖(K *ᵥ x) p‖ ^ 2 ≤ ∑ j, ‖x j‖ ^ 2 := by
    intro x
    refine le_trans ?_ (mul_le_of_le_one_left
      (Finset.sum_nonneg fun j _ => sq_nonneg ‖x j‖) hK)
    rw [Finset.sum_mul]
    refine Finset.sum_le_sum fun p _ => ?_
    -- Cauchy-Schwarz in each row
    refine le_trans (pow_le_pow_left₀ (norm_nonneg _) ?_ 2)
      (Finset.sum_mul_sq_le_sq_mul_sq Finset.univ (fun j => ‖K p j‖) (fun j => ‖x j‖))
    simp only [Matrix.mulVec, dotProduct]
    exact (norm_sum_le _ _).trans_eq (Finset.sum_congr rfl fun j _ => norm_mul _ _)
  have dn : ∀ x : n → ℂ, star x ⬝ᵥ x = ((∑ p, ‖x p‖ ^ 2 : ℝ) : ℂ) := by
    intro x
    push_cast
    exact Finset.sum_congr rfl fun p _ => Complex.conj_mul' (x p)
  have dm : ∀ y : m → ℂ, star y ⬝ᵥ y = ((∑ p, ‖y p‖ ^ 2 : ℝ) : ℂ) := by
    intro y
    push_cast
    exact Finset.sum_congr rfl fun p _ => Complex.conj_mul' (y p)
  refine Matrix.PosSemidef.of_dotProduct_mulVec_nonneg
    (Matrix.isHermitian_one.sub (Matrix.isHermitian_conjTranspose_mul_self K)) ?_
  intro x
  rw [Matrix.sub_mulVec, Matrix.one_mulVec, dotProduct_sub, ← Matrix.mulVec_mulVec,
    Matrix.dotProduct_mulVec, ← Matrix.star_mulVec, dn, dm, ← Complex.ofReal_sub]
  exact Complex.zero_le_real.mpr (sub_nonneg.mpr (bound x))
```

The first displayed chain, from its left end to its right end, is `bound`. The facts `dn` and `dm` rewrite the complex inner products on the input and output spaces as real sums of squares, so that `bound` can be applied.

## Independent states have a cloner

If the \(v_i\) are independent, the map \((a_i)\mapsto\sum_i a_i v_i\) is injective and has a linear left inverse \(g\), which reads off coefficients: \(g(v_i)=e_i\), the \(i\)-th unit coefficient vector. Following \(g\) by the linear map \(e_i\mapsto v_i\otimes v_i\) gives a matrix \(M\) with

\[
M v_i=v_i\otimes v_i .
\]

In general \(M\) is not a contraction. Set \(C=\sum_{p,j}|M_{pj}|^2\), \(t=1/(1+C)\) and \(K=tM\). Then \(t>0\), and the squared entries of \(K\) sum to

\[
t^2C=t-t^2\le\tfrac14\le1 ,
\]

so \(K\) satisfies the contraction condition and clones every \(v_i\) with amplitude \(t\).

```lean
/-- Linearly independent states can all be cloned by one contraction with a common
positive amplitude `t`. -/
theorem exists_cloner [DecidableEq n] (v : ι → n → ℂ) (hv : LinearIndependent ℂ v) :
    ∃ (K : Matrix (n × n) n ℂ) (t : ℝ), 0 < t ∧ (1 - Kᴴ * K).PosSemidef ∧
      ∀ i, K *ᵥ v i = (t : ℂ) • twoCopies (v i) := by
  -- read off the coefficients, then send the `i`-th unit vector to two copies of `v i`
  obtain ⟨g, hg⟩ := LinearMap.exists_leftInverse_of_injective
    (Finsupp.linearCombination ℂ v) (LinearMap.ker_eq_bot.mpr hv)
  have hgv : ∀ i, g (v i) = Finsupp.single i 1 := by
    intro i
    have h := LinearMap.congr_fun hg (Finsupp.single i 1)
    simpa using h
  obtain ⟨M, hM⟩ : ∃ M : Matrix (n × n) n ℂ, ∀ i, M *ᵥ v i = twoCopies (v i) := by
    refine ⟨LinearMap.toMatrix'
      ((Finsupp.linearCombination ℂ fun i => twoCopies (v i)) ∘ₗ g), fun i => ?_⟩
    rw [LinearMap.toMatrix'_mulVec, LinearMap.comp_apply, hgv,
      Finsupp.linearCombination_single, one_smul]
  -- rescale to a contraction
  obtain ⟨C, hC⟩ : ∃ C : ℝ, C = ∑ p, ∑ j, ‖M p j‖ ^ 2 := ⟨_, rfl⟩
  have hC0 : 0 ≤ C := by rw [hC]; positivity
  obtain ⟨t, ht0, ht⟩ : ∃ t : ℝ, 0 < t ∧ t * (1 + C) = 1 :=
    ⟨(1 + C)⁻¹, by positivity, inv_mul_cancel₀ (by positivity)⟩
  refine ⟨(t : ℂ) • M, t, ht0, contraction_of_entries _ ?_, fun i => ?_⟩
  · simp only [Matrix.smul_apply, smul_eq_mul, norm_mul, mul_pow, ← Finset.mul_sum,
      Complex.norm_real, Real.norm_eq_abs, sq_abs]
    rw [← hC]
    have h : t ^ 2 * C = t - t ^ 2 := by linear_combination t * ht
    nlinarith [sq_nonneg (t - 1 / 2)]
  · rw [← hM i]
    ext p
    simp only [Matrix.mulVec, dotProduct, Matrix.smul_apply, Pi.smul_apply,
      smul_eq_mul, Finset.mul_sum, mul_assoc]
```

For normalized states the success probability is \(t^2\), the same for all of them. The choice of \(t\) is made for simplicity and is not optimal. A single state \(v\), for instance, is cloned with certainty by \(K=(v\otimes v)\,v^\dagger\).

## The criterion and the dimension bound

The two directions combine into the equivalence. From left to right, the contraction condition is discarded and the elimination argument applies; from right to left, the constant amplitude \(c_i=t\) serves for all states.

```lean
/-- Duan-Guo criterion: normalized, pairwise non-parallel states can be cloned
probabilistically if and only if they are linearly independent. -/
theorem duan_guo_criterion [DecidableEq n] (v : ι → n → ℂ)
    (hn : ∀ i, Normalized (v i)) (hpar : NonParallel v) :
    (∃ K c, IsProbabilisticCloner K v c) ↔ LinearIndependent ℂ v := by
  constructor
  · rintro ⟨K, c, -, h⟩
    exact linearIndependent_of_cloning K v c hn hpar (fun i => (h i).1) fun i => (h i).2
  · intro hv
    obtain ⟨K, t, ht, hK, h⟩ := exists_cloner v hv
    exact ⟨K, fun _ => (t : ℂ), hK, fun i => ⟨Complex.ofReal_ne_zero.mpr ht.ne', h i⟩⟩
```

An independent family has no more members than the dimension of the space. Hence one branch \(K\) can clone at most \(|n|\) pairwise non-parallel states with nonzero amplitudes.

```lean
/-- The number of normalized, pairwise non-parallel states that one branch `K` clones
probabilistically is at most the dimension of the state space. -/
theorem card_le_dimension [DecidableEq n] [Fintype ι] (v : ι → n → ℂ)
    (hn : ∀ i, Normalized (v i)) (hpar : NonParallel v)
    (h : ∃ K c, IsProbabilisticCloner K v c) : Fintype.card ι ≤ Fintype.card n := by
  have h1 := ((duan_guo_criterion v hn hpar).mp h).fintype_card_le_finrank
  rwa [Module.finrank_fintype_fun_eq_card] at h1
```

For a qubit the limit is two. The four states \(|0\rangle,|1\rangle,|+\rangle,|-\rangle\) used in quantum key distribution therefore cannot all be cloned by one such branch, however small the success probabilities.

## Three states of one qubit: the smallest obstruction

Two normalized, non-parallel states are always independent, so the criterion first excludes a family of three, and a qubit already provides one. Suppose \(K|0\rangle=c_0|00\rangle\) and \(K|1\rangle=c_1|11\rangle\). For a superposition with \(a,b\neq0\), linearity gives

\[
K(a|0\rangle+b|1\rangle)=a c_0|00\rangle+b c_1|11\rangle ,
\]

which has no component along \(|01\rangle\). Cloning with amplitude \(c\) would require the component \(c\,ab\) there. Hence \(c\,ab=0\), and so \(c=0\).

```lean
/-- If a linear map clones both qubit basis states, with any amplitudes, its amplitude
for cloning a superposition with two nonzero coefficients is zero. -/
theorem qubit_superposition_not_cloned (K : Matrix (Fin 2 × Fin 2) (Fin 2) ℂ)
    (c₀ c₁ c a b : ℂ) (ha : a ≠ 0) (hb : b ≠ 0)
    (h₀ : K *ᵥ ![1, 0] = c₀ • twoCopies ![1, 0])
    (h₁ : K *ᵥ ![0, 1] = c₁ • twoCopies ![0, 1])
    (h : K *ᵥ ![a, b] = c • twoCopies ![a, b]) : c = 0 := by
  -- compare the components along |01⟩
  have e₀ : K (0, 1) 0 = 0 := by
    simpa [Matrix.mulVec, dotProduct, Fin.sum_univ_two, twoCopies] using congrFun h₀ (0, 1)
  have e₁ : K (0, 1) 1 = 0 := by
    simpa [Matrix.mulVec, dotProduct, Fin.sum_univ_two, twoCopies] using congrFun h₁ (0, 1)
  have e : K (0, 1) 0 * a + K (0, 1) 1 * b = c * (a * b) := by
    have h2 := congrFun h (0, 1)
    simp only [Matrix.mulVec, dotProduct, Fin.sum_univ_two] at h2
    exact h2
  rw [e₀, e₁, zero_mul, zero_mul, add_zero] at e
  exact (mul_eq_zero.mp e.symm).resolve_right (mul_ne_zero ha hb)

end ProbabilisticCloning
```

The equations `e₀` and `e₁` say that both entries of \(K\) in the \(|01\rangle\) row vanish, and `e` compares that row for the superposition. Neither \(K^\dagger K\le1\) nor \(c_0,c_1\neq0\) is assumed. The vector \((a,b)\) need not be normalized either: for the normalized state the amplitude is \(c\sqrt{|a|^2+|b|^2}\), which is zero as well.

```lean
#print axioms ProbabilisticCloning.success_probability
#print axioms ProbabilisticCloning.linearIndependent_of_cloning
#print axioms ProbabilisticCloning.card_le_dimension
#print axioms ProbabilisticCloning.qubit_superposition_not_cloned
```

```
'ProbabilisticCloning.success_probability' depends on axioms: [propext, Classical.choice, Quot.sound]
'ProbabilisticCloning.linearIndependent_of_cloning' depends on axioms: [propext, Classical.choice, Quot.sound]
'ProbabilisticCloning.card_le_dimension' depends on axioms: [propext, Classical.choice, Quot.sound]
'ProbabilisticCloning.qubit_superposition_not_cloned' depends on axioms: [propext, Classical.choice, Quot.sound]
```
